# Exact rotation formula for the secular determinant of a magnetic dimer, with the Liechtenstein kernel as coefficient

Two sites carry one orbital each, with energies \(e_1,e_2\) and exchange splittings \(D_1,D_2\). A spin-independent amplitude \(t\) takes an electron from site 2 to site 1, and \(\bar t\) takes it back. Moment 1 points along \(z\); moment 2 is turned by \(\theta\) in the \(xz\) plane. "Moment" here means the prescribed axis of a site's exchange splitting; the spin of the electrons on that site need not lie exactly along it. The electrons are non-interacting, and the splittings keep their size as the moment turns.

```lean
import Mathlib

open Matrix

namespace LiechtensteinDimer

noncomputable section
```

Mathlib supplies the matrices, determinants and derivatives.

```lean
/-- Parameters of a magnetic dimer: site energies, exchange splittings and a
spin-independent hopping amplitude. -/
structure Dimer where
  e1 : ℝ
  e2 : ℝ
  D1 : ℝ
  D2 : ℝ
  t : ℂ
```

A `Dimer` is a choice of these five parameters. The hopping may be complex; real \(t\) is a special case.

```lean
/-- The Pauli matrix `σ_x`. -/
def sigmaX : Matrix (Fin 2) (Fin 2) ℂ := !![0, 1; 1, 0]
```

This is \(\sigma_x\), written row by row.

```lean
/-- The Pauli matrix `σ_z`. -/
def sigmaZ : Matrix (Fin 2) (Fin 2) ℂ := !![1, 0; 0, -1]
```

This is \(\sigma_z\), with spin up first. In the Hamiltonian below, a positive \(D\) lowers the level whose spin points along the moment of its site.

```lean
/-- The dimer Hamiltonian in site blocks, with the moment of site 1 along `z` and
that of site 2 turned by the angle `θ` in the `xz` plane. -/
def ham (d : Dimer) (θ : ℝ) : Matrix (Fin 2 ⊕ Fin 2) (Fin 2 ⊕ Fin 2) ℂ :=
  fromBlocks
    ((d.e1 : ℂ) • 1 - ((d.D1 : ℂ) / 2) • sigmaZ) (d.t • 1)
    (starRingEnd ℂ d.t • 1)
    ((d.e2 : ℂ) • 1 - ((d.D2 : ℂ) / 2) • (Complex.cos θ • sigmaZ + Complex.sin θ • sigmaX))
```

In site blocks,

\[
H(\theta)=\begin{pmatrix} e_1-\tfrac{D_1}{2}\sigma_z & t\\ \bar t & e_2-\tfrac{D_2}{2}(\cos\theta\,\sigma_z+\sin\theta\,\sigma_x)\end{pmatrix}.
\]

The index type `Fin 2 ⊕ Fin 2` labels site 1 by `inl` and site 2 by `inr`, each with spin 0 (up) or 1 (down). `starRingEnd ℂ` is complex conjugation.

```lean
/-- The secular determinant `det (z - H(θ))`. -/
def secular (d : Dimer) (z : ℂ) (θ : ℝ) : ℂ := (z • 1 - ham d θ).det
```

This is \(S(\theta)=\det(z-H(\theta))\) at complex energy \(z\).

```lean
/-- The collinear Hamiltonian in site space for one spin: `s = 1` is up, `s = -1` is down. -/
def spinHam (d : Dimer) (s : ℂ) : Matrix (Fin 2) (Fin 2) ℂ :=
  !![d.e1 - s * (d.D1 / 2), d.t; starRingEnd ℂ d.t, d.e2 - s * (d.D2 / 2)]
```

Here \(h_s\) is the collinear Hamiltonian for one spin, \(s=\pm1\). In this text "collinear" always refers to \(\theta=0\), although the moments are also collinear at \(\theta=\pi\). Its indices 0 and 1 are now sites 1 and 2.

```lean
/-- The collinear spin-resolved Green function `(z - h_s)⁻¹`. -/
def green (d : Dimer) (s z : ℂ) : Matrix (Fin 2) (Fin 2) ℂ := (z • 1 - spinHam d s)⁻¹
```

\(G^s=(z-h_s)^{-1}\), so `green d 1 z 0 1` is \(G^\uparrow_{12}\).

```lean
/-- The Liechtenstein kernel `(D1 D2 / 2) G↑₁₂ G↓₂₁`. -/
def kernel (d : Dimer) (z : ℂ) : ℂ :=
  (d.D1 : ℂ) * d.D2 / 2 * green d 1 z 0 1 * green d (-1) z 1 0
```

\(K(z)=\tfrac{D_1D_2}{2}G^\uparrow_{12}G^\downarrow_{21}\) is a quantity at one energy. An exchange constant follows from the imaginary part of \(K\) just above the real energy axis, integrated over energy up to the Fermi level, with a prefactor set by convention; that step is not treated here.

## From the 4×4 determinant to the two spin channels

```lean
/-- At `θ = 0` the up and down blocks of the dimer Hamiltonian are the collinear
spin Hamiltonians, and the blocks that mix the spins vanish. -/
theorem collinear_blocks (d : Dimer) :
    (ham d 0).submatrix ![Sum.inl 0, Sum.inr 0] ![Sum.inl 0, Sum.inr 0] = spinHam d 1 ∧
    (ham d 0).submatrix ![Sum.inl 1, Sum.inr 1] ![Sum.inl 1, Sum.inr 1] = spinHam d (-1) ∧
    (ham d 0).submatrix ![Sum.inl 0, Sum.inr 0] ![Sum.inl 1, Sum.inr 1] = 0 ∧
    (ham d 0).submatrix ![Sum.inl 1, Sum.inr 1] ![Sum.inl 0, Sum.inr 0] = 0 := by
  refine ⟨?_, ?_, ?_, ?_⟩ <;> ext i j <;> fin_cases i <;> fin_cases j <;>
    simp [ham, spinHam, sigmaX, sigmaZ]
```

At \(\theta=0\), selecting the up or down states from \(H(0)\) gives \(h_{\pm1}\), and the spin-mixing blocks vanish. Lean compares the entries one by one.

```lean
/-- Closed form of the determinant of two 2×2 diagonal blocks `A`, `B` with the scalar off-diagonal
blocks `-u` and `-v`, in terms of `det A`, `det B` and `Tr (A B)`. -/
theorem det_two_site (A B : Matrix (Fin 2) (Fin 2) ℂ) (u v : ℂ) :
    (fromBlocks A (-(u • 1)) (-(v • 1)) B).det =
      A.det * B.det - u * v * (A * B).trace + (u * v) ^ 2 := by
  -- list the four site-spin states in order, then expand the 4 × 4 determinant
  have key : ∀ P Q : Matrix (Fin 2) (Fin 2) ℂ, fromBlocks A P Q B =
      (!![A 0 0, A 0 1, P 0 0, P 0 1; A 1 0, A 1 1, P 1 0, P 1 1;
          Q 0 0, Q 0 1, B 0 0, B 0 1; Q 1 0, Q 1 1, B 1 0, B 1 1] :
        Matrix (Fin 4) (Fin 4) ℂ).submatrix
        (finSumFinEquiv : Fin 2 ⊕ Fin 2 ≃ Fin 4) (finSumFinEquiv : Fin 2 ⊕ Fin 2 ≃ Fin 4) := by
    intro P Q
    ext (i | i) (j | j) <;> fin_cases i <;> fin_cases j <;> rfl
  rw [key, Matrix.det_submatrix_equiv_self]
  simp [Matrix.det_succ_row_zero, Fin.sum_univ_succ, Fin.succAbove, Matrix.trace_fin_two,
    Matrix.mul_apply]
  ring
```

By hand, take \(A\) invertible first. Eliminating site 1 gives \(\det A\,\det(B-uvA^{-1})\). For 2×2 matrices, \(\det(X-Y)=\det X-\mathrm{Tr}(\mathrm{adj}(X)Y)+\det Y\), so this equals

\[
\det A\det B-uv\,\mathrm{Tr}(\mathrm{adj}B\,\mathrm{adj}A)+(uv)^2 .
\]

Since \(\mathrm{adj}B\,\mathrm{adj}A=\mathrm{adj}(AB)\) has the trace of \(AB\), the formula follows. Both sides are polynomials in the entries, so it also holds for singular \(A\). Lean instead lists the four states in order (`key`), expands the determinant and lets `ring` compare the polynomials.

```lean
/-- Closed form of the secular determinant: the angle enters only through `cos θ`. -/
theorem secular_eq (d : Dimer) (z : ℂ) (θ : ℝ) :
    secular d z θ =
      ((z - d.e1) ^ 2 - (d.D1 / 2) ^ 2) * ((z - d.e2) ^ 2 - (d.D2 / 2) ^ 2)
      - d.t * starRingEnd ℂ d.t *
        (2 * (z - d.e1) * (z - d.e2) + d.D1 * d.D2 / 2 * Complex.cos θ)
      + (d.t * starRingEnd ℂ d.t) ^ 2 := by
  have hb : ∀ A P Q B : Matrix (Fin 2) (Fin 2) ℂ,
      z • 1 - fromBlocks A P Q B = fromBlocks (z • 1 - A) (-P) (-Q) (z • 1 - B) := by
    intro A P Q B
    ext (i | i) (j | j) <;> simp [Matrix.one_apply]
  have hcs := Complex.cos_sq_add_sin_sq (θ : ℂ)
  unfold secular ham
  rw [hb, det_two_site]
  generalize starRingEnd ℂ d.t = v
  simp only [Matrix.det_fin_two, Matrix.trace_fin_two, Matrix.mul_apply, Fin.sum_univ_two,
    sigmaX, sigmaZ, Matrix.sub_apply, Matrix.add_apply, Matrix.smul_apply, smul_eq_mul,
    Matrix.one_apply, Matrix.of_apply, Matrix.cons_val_zero, Matrix.cons_val_one,
    Matrix.cons_val', Matrix.cons_val_fin_one, if_true, zero_ne_one, one_ne_zero, if_false]
  -- the length of the turned moment is fixed by cos² + sin² = 1
  linear_combination
    (-((z - d.e1) ^ 2 - ((d.D1 : ℂ) / 2) ^ 2) * ((d.D2 : ℂ) / 2) ^ 2) * hcs
```

Put \(a=z-e_1\) and \(b=z-e_2\). The diagonal blocks of \(z-H(\theta)\) have determinants \(a^2-D_1^2/4\) and \(b^2-D_2^2/4\), and the trace of their product is \(2ab+\tfrac{D_1D_2}{2}\cos\theta\). Hence

\[
S(\theta)=\Big(a^2-\tfrac{D_1^2}{4}\Big)\Big(b^2-\tfrac{D_2^2}{4}\Big)-|t|^2\Big(2ab+\tfrac{D_1D_2}{2}\cos\theta\Big)+|t|^4 .
\]

In Lean, `hb` subtracts block by block, and `linear_combination` supplies \(\cos^2\theta+\sin^2\theta=1\).

```lean
/-- At `θ = 0` the secular determinant is the product of the up and down determinants. -/
theorem secular_zero (d : Dimer) (z : ℂ) :
    secular d z 0 = (z • 1 - spinHam d 1).det * (z • 1 - spinHam d (-1)).det := by
  rw [secular_eq]
  unfold spinHam
  generalize starRingEnd ℂ d.t = v
  simp [Matrix.det_fin_two]
  ring
```

With \(\Delta_\pm=(a\pm\tfrac{D_1}{2})(b\pm\tfrac{D_2}{2})-|t|^2\), multiplying out \(\Delta_+\Delta_-\) gives the expression above at \(\theta=0\). Thus \(S(0)=\Delta_+\Delta_-\).

```lean
/-- Away from the poles, each intersite Green function times its secular determinant
is the corresponding hopping amplitude. -/
theorem green_intersite (d : Dimer) (s z : ℂ) (h : (z • 1 - spinHam d s).det ≠ 0) :
    (z • 1 - spinHam d s).det * green d s z 0 1 = d.t ∧
    (z • 1 - spinHam d s).det * green d s z 1 0 = starRingEnd ℂ d.t := by
  unfold green
  rw [Matrix.inv_def, Ring.inverse_eq_inv']
  constructor
  · rw [Matrix.smul_apply, smul_eq_mul, ← mul_assoc, mul_inv_cancel₀ h, one_mul,
      Matrix.adjugate_fin_two]
    simp [spinHam]
  · rw [Matrix.smul_apply, smul_eq_mul, ← mul_assoc, mul_inv_cancel₀ h, one_mul,
      Matrix.adjugate_fin_two]
    simp [spinHam]
```

The 2×2 inverse formula gives \(G^s_{12}=t/\Delta_s\) and \(G^s_{21}=\bar t/\Delta_s\) when \(\Delta_s\ne0\). Lean states this multiplied through by \(\Delta_s\).

## The ratio at every angle

```lean
/-- Exact rotation formula: if the secular determinant is nonzero at angle `0`, turning moment 2
from there to any angle `θ` changes the secular determinant by the factor `1 + (D1 D2 / 2) G↑₁₂ G↓₂₁
(1 - cos θ)`. -/
theorem secular_ratio (d : Dimer) (z : ℂ) (θ : ℝ) (h : secular d z 0 ≠ 0) :
    secular d z θ / secular d z 0 =
      1 + (d.D1 : ℂ) * d.D2 / 2 * green d 1 z 0 1 * green d (-1) z 1 0
        * (1 - Complex.cos θ) := by
  have hz := secular_zero d z
  have hne := h
  rw [hz] at hne
  have hu := (green_intersite d 1 z (left_ne_zero_of_mul hne)).1
  have hd := (green_intersite d (-1) z (right_ne_zero_of_mul hne)).2
  -- S(0) times the product of the two intersite Green functions is |t|²
  have hG : secular d z 0 * (green d 1 z 0 1 * green d (-1) z 1 0) =
      d.t * starRingEnd ℂ d.t := by
    rw [hz, mul_mul_mul_comm, hu, hd]
  have hdiff : secular d z θ = secular d z 0 +
      (d.D1 : ℂ) * d.D2 / 2 * (d.t * starRingEnd ℂ d.t) * (1 - Complex.cos θ) := by
    rw [secular_eq d z θ, secular_eq d z 0, Complex.ofReal_zero, Complex.cos_zero]
    ring
  rw [div_eq_iff h, hdiff, ← hG]
  ring
```

Subtracting the closed forms (`hdiff`) gives

\[
S(\theta)-S(0)=\tfrac{D_1D_2}{2}|t|^2(1-\cos\theta).
\]

Because \(S(0)\ne0\), both \(\Delta_\pm\) are nonzero, and \(|t|^2=S(0)\,G^\uparrow_{12}G^\downarrow_{21}\) (`hG`). Division by \(S(0)\) gives

\[
\frac{S(\theta)}{S(0)}=1+K(z)(1-\cos\theta).
\]

For example, take \(e_1=e_2=0\), \(D_1=D_2=2\), \(t=1\), \(z=3\). Then \(\Delta_+=15\), \(\Delta_-=3\) and \(K=2\cdot\tfrac1{15}\cdot\tfrac13=\tfrac2{45}\). The formula predicts \(S(\pi)/S(0)=49/45\); directly, \(S(\pi)=64-16+1=49\) and \(S(0)=45\).

The same dimer at \(z=0\) shows why \(S(0)\neq0\) is required. There \(S(\theta)=2(1-\cos\theta)\), so \(S(0)=0\) but \(S(\pi)=4\), and no finite factor turns one into the other. Physically, \(z\) has hit an energy level of \(H(0)\), where the Green functions have poles.

## Derivative and curvature

```lean
/-- The angular derivative of the secular determinant is the Liechtenstein kernel times `sin θ`
times the collinear determinant, at every angle, provided the collinear determinant is nonzero. -/
theorem secular_hasDerivAt (d : Dimer) (z : ℂ) (θ : ℝ) (h : secular d z 0 ≠ 0) :
    HasDerivAt (secular d z) (secular d z 0 * kernel d z * Complex.sin θ) θ := by
  have hf : secular d z =
      fun x : ℝ => secular d z 0 * (1 + kernel d z * (1 - Complex.cos x)) := by
    funext x
    have hx := secular_ratio d z x h
    rw [div_eq_iff h] at hx
    rw [hx, kernel]
    ring
  have hc : HasDerivAt (fun x : ℝ => Complex.cos x) (-Complex.sin θ) θ :=
    (Complex.hasDerivAt_cos (θ : ℂ)).comp_ofReal
  have hmain := (((hc.const_sub 1).const_mul (kernel d z)).const_add 1).const_mul
    (secular d z 0)
  have hfin : HasDerivAt
      (fun x : ℝ => secular d z 0 * (1 + kernel d z * (1 - Complex.cos x)))
      (secular d z 0 * kernel d z * Complex.sin θ) θ :=
    hmain.congr_deriv (by ring)
  rw [← hf] at hfin
  exact hfin
```

When \(S(0)\ne0\), differentiating the ratio formula gives \(S'(\theta)=S(0)\,K(z)\sin\theta\) at every angle. `HasDerivAt f f' x` says that `f` has derivative `f'` at `x`.

```lean
/-- The logarithmic angular derivative of the secular determinant has slope equal to the
Liechtenstein kernel at the collinear state `θ = 0`, provided the determinant is nonzero there. -/
theorem log_curvature (d : Dimer) (z : ℂ) (h : secular d z 0 ≠ 0) :
    HasDerivAt (fun θ : ℝ => deriv (secular d z) θ / secular d z θ) (kernel d z) 0 := by
  have hder : deriv (secular d z) =
      fun θ : ℝ => secular d z 0 * kernel d z * Complex.sin θ :=
    funext fun θ => (secular_hasDerivAt d z θ h).deriv
  have hs : HasDerivAt (fun x : ℝ => Complex.sin x) (Complex.cos ((0 : ℝ) : ℂ)) 0 :=
    (Complex.hasDerivAt_sin ((0 : ℝ) : ℂ)).comp_ofReal
  rw [hder]
  refine ((hs.const_mul (secular d z 0 * kernel d z)).fun_div
    (secular_hasDerivAt d z 0 h) h).congr_deriv ?_
  -- the sine vanishes at the collinear state, so only one term survives
  rw [Complex.ofReal_zero, Complex.sin_zero, Complex.cos_zero]
  field_simp
  ring

end

end LiechtensteinDimer
```

By the quotient rule, with \(S'(0)=0\),

\[
\left.\frac{d}{d\theta}\frac{S'(\theta)}{S(\theta)}\right|_{0}=\frac{S(0)K(z)\cdot S(0)-0}{S(0)^2}=K(z).
\]

This is the curvature of \(\log S\) at the collinear state. For this non-interacting dimer with rigid splittings, and where \(S(0)\ne0\), the kernel found from infinitesimal rotations thus also fixes the ratio \(S(\theta)/S(0)\) at finite angles.

```lean
#print axioms LiechtensteinDimer.collinear_blocks
-- 'LiechtensteinDimer.collinear_blocks' depends on axioms: [propext, Classical.choice, Quot.sound]
#print axioms LiechtensteinDimer.secular_ratio
-- 'LiechtensteinDimer.secular_ratio' depends on axioms: [propext, Classical.choice, Quot.sound]
#print axioms LiechtensteinDimer.log_curvature
-- 'LiechtensteinDimer.log_curvature' depends on axioms: [propext, Classical.choice, Quot.sound]
```
